# End-of-step curvature from two energies and two gradients, with error at most one twelfth of the fourth-derivative bound

## A cubic energy profile

Let the energy along a step be $\varphi(t)=t^3$, with $t=0$ at the start and $t=1$ at the end. The curvature at the end is $\varphi''(1)=6$. The change in slope, which is what an ordinary secant equation uses, gives $\varphi'(1)-\varphi'(0)=3$. It averages the curvature over the step and so misses half of the end value.

Combining the two slopes with the two energies recovers the end value:

$$4\varphi'(1)+2\varphi'(0)+6\varphi(0)-6\varphi(1)=12+0+0-6=6 .$$

For $\varphi(t)=t^4$ the same combination gives $16-6=10$, while $\varphi''(1)=12$. The error first appears at fourth order.

## Curvature from energies and forces

A quasi-Newton geometry optimisation moves the nuclei from $x$ to $x+s$ and knows the energy $f$ and its gradient at both points. The Hessian is usually too costly to compute at each step, so an approximation $B$ is updated from these data. The ordinary secant equation requires $B$ to map $s$ to the gradient change. The energies are already available, and a modified secant equation uses them as well.

For a four times continuously differentiable energy, the modified equation makes the curvature of $B$ along the last step agree with that of the true Hessian at $x+s$, up to an error bounded in terms of the fourth derivative along that step. Curvature here means the second derivative with respect to the fraction $t$ of the step; dividing it by the squared step length gives the curvature along the unit direction. The modified equation gives no such bound in other directions.

## The bound for one variable

Let $\varphi$ be four times differentiable on $[0,1]$, with one-sided derivatives at the ends, and let $|\varphi''''|\le M$ there. Write

$$A=4\varphi'(1)+2\varphi'(0)+6\varphi(0)-6\varphi(1).$$

Then $|A-\varphi''(1)|\le M/12$. Continuity of $\varphi''''$ is not required.

For the derivation, take the kernel $K(t)=t^2(1-t)=t^2-t^3$. Its derivatives are $K'=2t-3t^2$, $K''=2-6t$ and $K'''=-6$. Define

$$D=K\varphi'''-K'\varphi''+K''\varphi'-K'''\varphi .$$

In the product rule the terms with $\varphi'''$, $\varphi''$ and $\varphi'$ cancel in pairs, and $K''''=0$, so $D'=K\varphi''''$. The end values are

$$D(1)=\varphi''(1)-4\varphi'(1)+6\varphi(1),\qquad D(0)=2\varphi'(0)+6\varphi(0),$$

and therefore $D(1)-D(0)=\varphi''(1)-A$.

Now let $P(t)=t^3/3-t^4/4$, so that $P'=K$ and $P(0)=0$. Both functions $MP\pm(D-D(0))$ vanish at $t=0$ and have derivative $K(M\pm\varphi'''')\ge 0$ on $[0,1]$. Hence they are non-negative at $t=1$, which gives

$$|D(1)-D(0)|\le M\,P(1)=M\left(\tfrac13-\tfrac14\right)=\frac{M}{12}.$$

A polynomial of degree at most three has $\varphi''''=0$, so $M=0$ is allowed and the estimate is exact. For $t^4$ the fourth derivative is $24$ and the error is $2=24/12$, so the constant $1/12$ is the best possible.

## A jump in the third derivative

The bound was derived for derivatives that exist at every point of the interval, and it can fail if the third derivative jumps at a single point. Let $\varphi(t)=0$ for $t\le\tfrac12$ and $\varphi(t)=(t-\tfrac12)^3$ for $t>\tfrac12$, like a potential switched off at a cutoff with continuous curvature. The fourth derivative is zero everywhere except at $t=\tfrac12$, where the third does not exist. The estimate is $4\cdot\tfrac34-6\cdot\tfrac18=\tfrac94$, but $\varphi''(1)=3$. It is therefore not enough that $\varphi$ is twice continuously differentiable and that the bound on $\varphi''''$ holds at all points but one.

## The modified secant equation

Set $\varphi(t)=f(x+ts)$. By the chain rule,

$$\varphi'(t)=Df(x+ts)[s],\qquad \varphi''(t)=D^2f(x+ts)[s,s].$$

Write $g_0=Df(x)$ and $g_1=Df(x+s)$ for the gradients, taken as linear forms on displacements. The one-variable bound becomes

$$\bigl|4g_1(s)+2g_0(s)+6f(x)-6f(x+s)-D^2f(x+s)[s,s]\bigr|\le \frac{M}{12},$$

where $M$ bounds the fourth derivative of $f$ along the segment. Since $M$ refers to the parameter $t$, it contains four factors of the step length.

Choose a linear form $u$ with $u(s)\neq0$, for instance the inner product with $s$ when $s\ne0$. Define the modified gradient change

$$\hat y=g_1-g_0+\frac{\theta}{u(s)}\,u,\qquad \theta=6\bigl(f(x)-f(x+s)\bigr)+3\bigl(g_0(s)+g_1(s)\bigr).$$

Applied to the step, it gives $\hat y(s)=g_1(s)-g_0(s)+\theta$, which is the curvature estimate. The modified secant equation is $Bs=\hat y$. If $B$ satisfies it, then $B[s,s]=\hat y(s)$ differs from $D^2f(x+s)[s,s]$ by at most $M/12$.

Such a $B$ can be obtained from any earlier approximation $B_0$ by adding the rank-one map $v\mapsto u(v)\,(\hat y-B_0s)/u(s)$. At $v=s$ this adds $\hat y-B_0s$, as needed. The update need not be symmetric or positive definite.

## Derivatives and Hessians in Lean

In `curvature_error`, the function `d k` stands for the $k$-th derivative of $\varphi$, and `d 0` is $\varphi$ itself. The hypothesis `hd` links each of `d 0` to `d 3` to the next by a derivative relative to `Icc 0 1`, which is one-sided at the ends. The hypothesis `hM` is the bound on `d 4`. The name `defect` denotes $D$; the error of the estimate is minus its increment over the interval.

For the energy, `E` is any real normed space, finite-dimensional or not. The term `fderiv ℝ f x` is the gradient as a linear form, that is, minus the force, and `fderiv ℝ (fderiv ℝ f) (x + s) s s` is $D^2f(x+s)[s,s]$. An approximate Hessian has type `E →L[ℝ] E →L[ℝ] ℝ`: it takes a displacement to a linear form. The quantity $\hat y$ is `modifiedChange f x s u`, and the modified secant equation is the hypothesis `hB`.

The assumption `ContDiff ℝ 4 f` asks for smoothness on the whole space. A molecular energy with Coulomb repulsion fails this where nuclei coincide, but `curvature_error` still applies to a segment along which the energy is smooth enough.

The hypotheses also take energies and gradients as exact and a bound $M$ as given, whereas computed energies and gradients carry numerical noise and do not by themselves supply $M$. If each energy is off by up to $\varepsilon$, the estimate can shift by $12\varepsilon$, which matters for short steps because the curvature term itself scales as the square of the step length.

```lean
import Mathlib

open Set Polynomial

namespace ModifiedSecant

noncomputable section

/-- The curvature estimate at the end of a unit step, from the values `f0`, `f1` and the
slopes `g0`, `g1` at its start and end. -/
def curvatureEstimate (f0 f1 g0 g1 : ℝ) : ℝ := 4 * g1 + 2 * g0 + 6 * f0 - 6 * f1

/-- The combination `K φ''' - K' φ'' + K'' φ' - K''' φ` with the kernel `K = t² (1 - t)`,
where `d k` stands for the `k`-th derivative of `φ`. -/
def defect (d : ℕ → ℝ → ℝ) (t : ℝ) : ℝ :=
  (t ^ 2 - t ^ 3) * d 3 t - (2 * t - 3 * t ^ 2) * d 2 t + (2 - 6 * t) * d 1 t + 6 * d 0 t

/-- If `d 0, ..., d 4` are successive derivatives at a point `t` relative to `[0,1]`, the
defect has derivative `t² (1 - t)` times the fourth derivative there. -/
theorem hasDerivWithinAt_defect {d : ℕ → ℝ → ℝ} {t : ℝ}
    (hd : ∀ k < 4, HasDerivWithinAt (d k) (d (k + 1) t) (Icc 0 1) t) :
    HasDerivWithinAt (defect d) (t ^ 2 * (1 - t) * d 4 t) (Icc 0 1) t := by
  have h0 : HasDerivWithinAt (d 0) (d 1 t) (Icc 0 1) t := hd 0 (by norm_num)
  have h1 : HasDerivWithinAt (d 1) (d 2 t) (Icc 0 1) t := hd 1 (by norm_num)
  have h2 : HasDerivWithinAt (d 2) (d 3 t) (Icc 0 1) t := hd 2 (by norm_num)
  have h3 : HasDerivWithinAt (d 3) (d 4 t) (Icc 0 1) t := hd 3 (by norm_num)
  -- the kernel and its derivatives
  have k0 : HasDerivAt (fun r : ℝ => r ^ 2 - r ^ 3) (2 * t - 3 * t ^ 2) t :=
    ((hasDerivAt_pow 2 t).fun_sub (hasDerivAt_pow 3 t)).congr_deriv (by norm_num)
  have k1 : HasDerivAt (fun r : ℝ => 2 * r - 3 * r ^ 2) (2 - 6 * t) t :=
    (((hasDerivAt_id' t).const_mul 2).fun_sub
      ((hasDerivAt_pow 2 t).const_mul 3)).congr_deriv (by norm_num; ring)
  have k2 : HasDerivAt (fun r : ℝ => 2 - 6 * r) (-6) t :=
    (((hasDerivAt_id' t).const_mul 6).const_sub 2).congr_deriv (by norm_num)
  -- all lower derivatives cancel in the product rule
  have h := (((k0.hasDerivWithinAt.fun_mul h3).fun_sub
    (k1.hasDerivWithinAt.fun_mul h2)).fun_add
    (k2.hasDerivWithinAt.fun_mul h1)).fun_add (h0.const_mul 6)
  exact h.congr_deriv (by ring)

/-- If `d 0` is four times differentiable on `[0,1]` with successive derivatives `d 1` to
`d 4`, and the fourth is bounded by `M`, the curvature estimate differs from the second
derivative at `1` by at most `M / 12`. -/
theorem curvature_error {d : ℕ → ℝ → ℝ} {M : ℝ}
    (hd : ∀ k < 4, ∀ t ∈ Icc (0 : ℝ) 1, HasDerivWithinAt (d k) (d (k + 1) t) (Icc 0 1) t)
    (hM : ∀ t ∈ Icc (0 : ℝ) 1, |d 4 t| ≤ M) :
    |curvatureEstimate (d 0 0) (d 0 1) (d 1 0) (d 1 1) - d 2 1| ≤ M / 12 := by
  have hG : ∀ t ∈ Icc (0 : ℝ) 1, HasDerivWithinAt (fun r => defect d r - defect d 0)
      (t ^ 2 * (1 - t) * d 4 t) (Icc 0 1) t := fun t ht =>
    (hasDerivWithinAt_defect fun k hk => hd k hk t ht).sub_const _
  have hP : ∀ t : ℝ, HasDerivAt (fun r : ℝ => r ^ 3 / 3 - r ^ 4 / 4) (t ^ 2 * (1 - t)) t :=
    fun t => (((hasDerivAt_pow 3 t).div_const 3).fun_sub
      ((hasDerivAt_pow 4 t).div_const 4)).congr_deriv (by norm_num; ring)
  -- compare the growth of the defect with that of the integrated kernel
  have key : ‖defect d 1 - defect d 0‖ ≤ M * ((1 : ℝ) ^ 3 / 3 - 1 ^ 4 / 4) :=
    image_norm_le_of_norm_deriv_right_le_deriv_boundary
      (f := fun r => defect d r - defect d 0) (f' := fun t => t ^ 2 * (1 - t) * d 4 t)
      (a := 0) (b := 1)
      (B := fun r => M * (r ^ 3 / 3 - r ^ 4 / 4)) (B' := fun t => M * (t ^ 2 * (1 - t)))
      (fun t ht => (hG t ht).continuousWithinAt)
      (fun t ht => (hG t (Ico_subset_Icc_self ht)).mono_of_mem_nhdsWithin
        (Icc_mem_nhdsGE_of_mem ht))
      (by simp) (fun t => (hP t).const_mul M)
      (fun t ht => by
        have hk : 0 ≤ t ^ 2 * (1 - t) := mul_nonneg (sq_nonneg t) (by linarith [ht.2])
        have hb := mul_le_mul_of_nonneg_left (hM t (Ico_subset_Icc_self ht)) hk
        rw [Real.norm_eq_abs, abs_mul, abs_of_nonneg hk]
        linarith)
      (right_mem_Icc.mpr zero_le_one)
  have e : curvatureEstimate (d 0 0) (d 0 1) (d 1 0) (d 1 1) - d 2 1
      = -(defect d 1 - defect d 0) := by
    unfold curvatureEstimate defect
    ring
  rw [e, abs_neg, ← Real.norm_eq_abs]
  linarith

/-- The curvature estimate is exact for polynomials of degree at most three. -/
theorem exact_of_cubic (p : ℝ[X]) (hp : p.natDegree ≤ 3) :
    curvatureEstimate (p.eval 0) (p.eval 1) (p.derivative.eval 0) (p.derivative.eval 1)
      = p.derivative.derivative.eval 1 := by
  have h := curvature_error (d := fun k t => (derivative^[k] p).eval t) (M := 0)
    (fun k _ t _ => by
      simp only [Function.iterate_succ_apply']
      exact ((derivative^[k] p).hasDerivAt t).hasDerivWithinAt)
    (fun t _ => by
      simp only [iterate_derivative_eq_zero (show p.natDegree < 4 by omega), eval_zero,
        abs_zero, le_refl])
  exact sub_eq_zero.mp (abs_nonpos_iff.mp (h.trans_eq (zero_div _)))

/-- The quartic `t⁴` has constant fourth derivative `24`, and its curvature estimate
is off by exactly `24 / 12`. -/
theorem quartic_attains_bound :
    (∀ t : ℝ, (derivative^[4] (X ^ 4 : ℝ[X])).eval t = 24) ∧
    |curvatureEstimate ((X ^ 4 : ℝ[X]).eval 0) ((X ^ 4 : ℝ[X]).eval 1)
      ((derivative (X ^ 4 : ℝ[X])).eval 0) ((derivative (X ^ 4 : ℝ[X])).eval 1)
      - (derivative (derivative (X ^ 4 : ℝ[X]))).eval 1| = 24 / 12 := by
  constructor
  · intro t
    change (derivative (derivative (derivative (derivative (X ^ 4 : ℝ[X]))))).eval t = 24
    norm_num [derivative_X_pow]
  · norm_num [curvatureEstimate, derivative_X_pow]

variable {E : Type*} [NormedAddCommGroup E] [NormedSpace ℝ E]

/-- For a four times continuously differentiable energy `f` whose fourth derivative along
the step from `x` to `x + s` is bounded by `M`, energies and gradients at the two ends give
the Hessian curvature along `s` at `x + s` up to `M / 12`. -/
theorem energy_curvature_error {f : E → ℝ} (hf : ContDiff ℝ 4 f) (x s : E) {M : ℝ}
    (hM : ∀ t ∈ Icc (0 : ℝ) 1, |iteratedDeriv 4 (fun r : ℝ => f (x + r • s)) t| ≤ M) :
    |curvatureEstimate (f x) (f (x + s)) (fderiv ℝ f x s) (fderiv ℝ f (x + s) s)
      - fderiv ℝ (fderiv ℝ f) (x + s) s s| ≤ M / 12 := by
  obtain ⟨φ, hφ⟩ : ∃ φ : ℝ → ℝ, φ = fun r : ℝ => f (x + r • s) := ⟨_, rfl⟩
  rw [← hφ] at hM
  have hc : ContDiff ℝ 4 φ := by
    rw [hφ]
    exact hf.comp (contDiff_const.add (contDiff_id.smul contDiff_const))
  have line : ∀ t : ℝ, HasDerivAt (fun r : ℝ => x + r • s) s t := fun t =>
    (((hasDerivAt_id' t).smul_const s).const_add x).congr_deriv (one_smul ℝ s)
  have hf' : ContDiff ℝ 3 (fderiv ℝ f) := hf.fderiv_right (by norm_num)
  -- first and second derivative along the segment by the chain rule
  have e1 : iteratedDeriv 1 φ = fun t => fderiv ℝ f (x + t • s) s := by
    funext t
    rw [iteratedDeriv_one, hφ]
    exact ((hf.differentiable (by norm_num) _).hasFDerivAt.comp_hasDerivAt t (line t)).deriv
  have e2 : iteratedDeriv 2 φ = fun t => fderiv ℝ (fderiv ℝ f) (x + t • s) s s := by
    funext t
    change iteratedDeriv (1 + 1) φ t = _
    rw [iteratedDeriv_succ, e1]
    have h := (hf'.differentiable (by norm_num) _).hasFDerivAt.comp_hasDerivAt t (line t)
    exact ((h.clm_apply (hasDerivAt_const t s)).congr_deriv (by simp)).deriv
  have z0 : φ 0 = f x := by simp [hφ]
  have z1 : φ 1 = f (x + s) := by simp [hφ]
  have h := curvature_error (d := fun k => iteratedDeriv k φ) (M := M)
    (fun k hk t _ => by
      simp only [iteratedDeriv_succ]
      exact (hc.differentiable_iteratedDeriv k (by exact_mod_cast hk)
        t).hasDerivAt.hasDerivWithinAt) hM
  simp only [iteratedDeriv_zero, e1, e2, z0, z1, zero_smul, one_smul, add_zero] at h
  exact h

/-- The gradient change over the step `s`, corrected along a covector `u` by a term built from the
function values and slopes at both ends; it is meant for `u s ≠ 0`. -/
def modifiedChange (f : E → ℝ) (x s : E) (u : E →L[ℝ] ℝ) : E →L[ℝ] ℝ :=
  fderiv ℝ f (x + s) - fderiv ℝ f x +
    ((6 * (f x - f (x + s)) + 3 * (fderiv ℝ f x s + fderiv ℝ f (x + s) s)) / u s) • u

/-- For `u s ≠ 0`, the modified gradient change applied to the step is the curvature
estimate. -/
theorem modifiedChange_apply (f : E → ℝ) (x s : E) {u : E →L[ℝ] ℝ} (hu : u s ≠ 0) :
    modifiedChange f x s u s =
      curvatureEstimate (f x) (f (x + s)) (fderiv ℝ f x s) (fderiv ℝ f (x + s) s) := by
  simp only [modifiedChange, curvatureEstimate, add_apply,
    sub_apply, smul_apply, smul_eq_mul]
  rw [div_mul_cancel₀ _ hu]
  ring

/-- Let `f` be four times continuously differentiable with fourth derivative along the step
bounded by `M`, and `u s ≠ 0`. An approximate Hessian `B` obeying the modified secant equation
has the curvature of the true Hessian at `x + s` along `s` up to `M / 12`. -/
theorem modified_secant_error {f : E → ℝ} (hf : ContDiff ℝ 4 f) (x s : E) {M : ℝ}
    (hM : ∀ t ∈ Icc (0 : ℝ) 1, |iteratedDeriv 4 (fun r : ℝ => f (x + r • s)) t| ≤ M)
    {u : E →L[ℝ] ℝ} (hu : u s ≠ 0) {B : E →L[ℝ] E →L[ℝ] ℝ}
    (hB : B s = modifiedChange f x s u) :
    |B s s - fderiv ℝ (fderiv ℝ f) (x + s) s s| ≤ M / 12 := by
  rw [hB, modifiedChange_apply f x s hu]
  exact energy_curvature_error hf x s hM

/-- For `u s ≠ 0`, this rank-one update of any approximate Hessian `B` satisfies the
modified secant equation. -/
theorem modified_secant_witness (f : E → ℝ) (x s : E) {u : E →L[ℝ] ℝ} (hu : u s ≠ 0)
    (B : E →L[ℝ] E →L[ℝ] ℝ) :
    (B + u.smulRight ((u s)⁻¹ • (modifiedChange f x s u - B s))) s
      = modifiedChange f x s u := by
  rw [add_apply, ContinuousLinearMap.smulRight_apply, smul_smul,
    mul_inv_cancel₀ hu, one_smul]
  abel

end

end ModifiedSecant
```

```lean
#print axioms ModifiedSecant.exact_of_cubic
#print axioms ModifiedSecant.quartic_attains_bound
#print axioms ModifiedSecant.energy_curvature_error
#print axioms ModifiedSecant.modified_secant_error
```

```
'ModifiedSecant.exact_of_cubic' depends on axioms: [propext, Classical.choice, Quot.sound]
'ModifiedSecant.quartic_attains_bound' depends on axioms: [propext, Classical.choice, Quot.sound]
'ModifiedSecant.energy_curvature_error' depends on axioms: [propext, Classical.choice, Quot.sound]
'ModifiedSecant.modified_secant_error' depends on axioms: [propext, Classical.choice, Quot.sound]
```

## Kernel, comparison and chain rule in the proof

**The kernel identity.** `hasDerivWithinAt_defect` proves $D'=K\varphi''''$. The facts `k0`, `k1` and `k2` differentiate $K$, $K'$ and $K''$. The product rule is then applied term by term, and the last `ring` carries out the cancellation.

**The comparison.** In `curvature_error`, `hG` gives the derivative of $D-D(0)$ and `hP` that of $P$. The Mathlib lemma `image_norm_le_of_norm_deriv_right_le_deriv_boundary` replaces the monotonicity argument: a function that starts within a bound and whose derivative is no larger in norm than that of the bound stays within it. Its argument `B` is the comparison function $MP$, not an approximate Hessian. The lemma works with right derivatives, so the derivatives relative to `Icc 0 1` are first converted. The pointwise inequality $|K\varphi''''|\le MK$ uses $K\ge0$ on the interval. The identity `e` evaluates $D$ at the two ends.

**Cubics and the quartic.** `exact_of_cubic` applies the bound with `M := 0` to the iterated derivatives of the polynomial; the fourth vanishes because the degree is below four. An absolute value that is at most zero forces equality. `quartic_attains_bound` computes both sides for $t^4$ directly.

**The energy surface.** `energy_curvature_error` restricts $f$ to the segment. The facts `e1` and `e2` are the two chain-rule formulas, and `z0` and `z1` identify the end values. `curvature_error` is then applied to the iterated derivatives of $\varphi$.

**The secant equation.** `modifiedChange_apply` cancels $u(s)$ and collects terms to obtain the curvature estimate. `modified_secant_error` substitutes `hB` and this identity into the energy bound. `modified_secant_witness` checks the rank-one update by evaluating it at $s$, where the factor $u(s)$ cancels its inverse.
